# Weak enough linear mixing converges from every start if the output density is Lipschitz and moves against the input

## Can one mixing weight tame a large overshoot from any starting density?

I have read that linear mixing converges from every starting density if the output density responds to the input with Lipschitz constant $L$, never moves along with it, and gets a weight $\alpha\le 1$ below $2/(1+L^2)$. My lattice model has on-site repulsion, and its undamped loop overshoots more at every step. Why should damping work however large $L$ is, and even far from the solution?

## The overshoot has a favourable sign at every distance

Yes, it works for any finite $L$, because the two assumptions hold for every pair of densities, not only near the solution. Let $g$ map the input density to the output density on a real Hilbert space, with

$$\|g(x)-g(y)\|\le L\|x-y\|,\qquad \langle g(x)-g(y),x-y\rangle\le 0 .$$

Write $T(x)=(1-\alpha)x+\alpha g(x)$, $d=x-y$ and $e=g(x)-g(y)$. For $0<\alpha\le1$,

$$\|T(x)-T(y)\|^2=(1-\alpha)^2\|d\|^2+2\alpha(1-\alpha)\langle e,d\rangle+\alpha^2\|e\|^2\le q\,\|d\|^2,$$

with $q=(1-\alpha)^2+\alpha^2L^2$, since the cross term is nonpositive. Moreover,

$$q-1=\alpha\bigl(\alpha(1+L^2)-2\bigr),$$

so $q<1$ exactly when $\alpha<2/(1+L^2)$. Then $T$ multiplies every distance by at most $\sqrt q<1$, and the contraction principle gives it a unique fixed point $s$, reached from every start. Since $T(x)-x=\alpha(g(x)-x)$, the fixed points of $T$ are those of $g$. After $n$ steps the squared error is at most $q^n\|x-s\|^2$.

For $L\ge1$ the threshold is sharp for this class of maps; for $L<1$ it exceeds 1, so every $0<\alpha\le1$ works. On the complex plane, $g(z)=iLz$ with $L\ge0$ meets both assumptions, and each step multiplies $z$ by $c=1-\alpha+i\alpha L$, where $|c|^2=q$. A nonzero start tends to $0$ only if $q<1$.

For your repulsion, the sign comes from the variational principle if both spins have the same density. Let $\rho(v)$ be the ground-state density of a fixed number of independent particles of one spin in potential $v$, and $F$ their internal energy. Then

$$F(\rho(v))+\langle\rho(v),v\rangle\le F(\rho(w))+\langle\rho(w),v\rangle .$$

Adding the same inequality with $v$ and $w$ exchanged gives $\langle\rho(v)-\rho(w),v-w\rangle\le0$. For $g(x)=\rho(v+Ux)$ the potentials differ by $U(x-y)$; dividing by $U>0$ gives the sign condition. If $\rho$ is $\ell$-Lipschitz, then $L=\ell U$.

In a spin-unpolarised mean-field calculation, $x$ lists the site densities per spin. You form $v+Ux$, diagonalise the one-particle Hamiltonian, fill the orbitals, and blend the resulting density into $x$ with weight $\alpha$. If the two spin densities may differ, the sign condition can fail. For $\ell U=3$ convergence is guaranteed below $0.2$; at $\alpha=0.1$, $q=0.9$, so the error falls by at least about 5% per step. Larger weights may work too: the variational principle says more than the sign condition, and the rotation above does not obey it for $L>0$.

The sign condition cannot be relaxed as far as $\langle e,d\rangle\le\|d\|^2$: on the real line, $g(x)=x+1$ satisfies that with $L=1$, but has no fixed point, and damping adds $\alpha$ forever.

In the Lean file, `H` is the space of densities and potentials, with no positivity or particle-number constraint. `damped α g` is $T$, with `α` weighting the output; `mixFactor α L` is $q$; `(damped α g)^[n] x` is the $n$th iterate; and `l` is $\ell$. `Tendsto` expresses convergence in norm. `CompleteSpace H` holds automatically for a finite lattice. `IsGroundStateMap F ρ` compares only densities that `ρ` produces.

```lean
import Mathlib

open Filter Topology

namespace DampedSelfConsistency

noncomputable section

variable {H : Type*} [NormedAddCommGroup H] [InnerProductSpace ℝ H]

/-- One step of linear mixing: the old density `x` is blended with the output density `g x`,
with weight `α` on the output. -/
def damped (α : ℝ) (g : H → H) (x : H) : H := (1 - α) • x + α • g x

/-- The factor `(1 - α)² + α² L²` built from the mixing weight `α` and the Lipschitz
constant `L`. -/
def mixFactor (α L : ℝ) : ℝ := (1 - α) ^ 2 + α ^ 2 * L ^ 2

/-- For positive mixing weight, the factor is below one exactly when `α < 2 / (1 + L²)`. -/
theorem mixFactor_lt_one_iff {α : ℝ} (L : ℝ) (hα : 0 < α) :
    mixFactor α L < 1 ↔ α < 2 / (1 + L ^ 2) := by
  have e : mixFactor α L - 1 = α * (α * (1 + L ^ 2) - 2) := by
    rw [mixFactor]; ring
  rw [lt_div_iff₀ (by positivity)]
  constructor
  · intro h
    by_contra hc
    have p := mul_nonneg hα.le (sub_nonneg.mpr (not_lt.mp hc))
    linarith
  · intro h
    have p := mul_pos hα (sub_pos.mpr h)
    linarith

/-- For nonzero mixing weight, a density is unchanged by the damped step exactly when it is
self-consistent. -/
theorem damped_eq_self_iff {α : ℝ} (hα : α ≠ 0) (g : H → H) (x : H) :
    damped α g x = x ↔ g x = x := by
  constructor
  · intro h
    have e : α • (g x - x) = damped α g x - x := by
      simp only [damped]; module
    rw [h, sub_self] at e
    exact sub_eq_zero.mp ((smul_eq_zero.mp e).resolve_left hα)
  · intro h
    rw [damped, h]
    module

/-- If `g` is `L`-Lipschitz and its output moves against its input, then a damped step with
`0 ≤ α ≤ 1` multiplies squared distances by at most `(1 - α)² + α² L²`. -/
theorem damped_dist_sq_le {α L : ℝ} {g : H → H} (h0 : 0 ≤ α) (h1 : α ≤ 1)
    (hL : ∀ x y, ‖g x - g y‖ ≤ L * ‖x - y‖)
    (hg : ∀ x y, inner ℝ (g x - g y) (x - y) ≤ 0) (x y : H) :
    ‖damped α g x - damped α g y‖ ^ 2 ≤ mixFactor α L * ‖x - y‖ ^ 2 := by
  have e : damped α g x - damped α g y = α • (g x - g y) + (1 - α) • (x - y) := by
    simp only [damped]; module
  -- the cross term has a favourable sign
  have cross := mul_nonneg (mul_nonneg h0 (sub_nonneg.mpr h1)) (neg_nonneg.mpr (hg x y))
  have lip := mul_le_mul_of_nonneg_left
    (pow_le_pow_left₀ (norm_nonneg _) (hL x y) 2) (sq_nonneg α)
  rw [e, norm_add_sq_real, real_inner_smul_left, real_inner_smul_right, norm_smul, norm_smul,
    mul_pow, mul_pow, Real.norm_eq_abs, Real.norm_eq_abs, sq_abs, sq_abs, mixFactor]
  nlinarith

/-- If `g` is `L`-Lipschitz, its output moves against its input and `0 < α ≤ 1`, then the squared
distance to a self-consistent density `s` after `n` damped steps is at most `((1 - α)² + α² L²)ⁿ`
times its initial value. -/
theorem damped_error_bound {α L : ℝ} {g : H → H} (h0 : 0 < α) (h1 : α ≤ 1)
    (hL : ∀ x y, ‖g x - g y‖ ≤ L * ‖x - y‖)
    (hg : ∀ x y, inner ℝ (g x - g y) (x - y) ≤ 0) {s : H} (hs : g s = s) (x : H) (n : ℕ) :
    ‖(damped α g)^[n] x - s‖ ^ 2 ≤ mixFactor α L ^ n * ‖x - s‖ ^ 2 := by
  have hq : 0 ≤ mixFactor α L := by rw [mixFactor]; positivity
  induction n with
  | zero => simp
  | succ k ih =>
    have h := damped_dist_sq_le h0.le h1 hL hg ((damped α g)^[k] x) s
    rw [(damped_eq_self_iff h0.ne' g s).mpr hs] at h
    rw [Function.iterate_succ_apply']
    calc _ ≤ mixFactor α L * ‖(damped α g)^[k] x - s‖ ^ 2 := h
      _ ≤ mixFactor α L * (mixFactor α L ^ k * ‖x - s‖ ^ 2) :=
        mul_le_mul_of_nonneg_left ih hq
      _ = mixFactor α L ^ (k + 1) * ‖x - s‖ ^ 2 := by ring

/-- Global convergence of damping: on a real Hilbert space let `g` be `L`-Lipschitz with
`⟨g x - g y, x - y⟩ ≤ 0`. If `0 < α ≤ 1` and `α < 2 / (1 + L²)`, then `g` has a unique fixed
point and the damped iteration converges to it from every start. -/
theorem damped_global_convergence [CompleteSpace H] {α L : ℝ} {g : H → H}
    (h0 : 0 < α) (h1 : α ≤ 1) (h2 : α < 2 / (1 + L ^ 2))
    (hL : ∀ x y, ‖g x - g y‖ ≤ L * ‖x - y‖)
    (hg : ∀ x y, inner ℝ (g x - g y) (x - y) ≤ 0) :
    ∃ s : H, g s = s ∧ (∀ y, g y = y → y = s) ∧
      ∀ x, Tendsto (fun n : ℕ => (damped α g)^[n] x) atTop (𝓝 s) := by
  have hq := (mixFactor_lt_one_iff L h0).mpr h2
  have hq0 : 0 ≤ mixFactor α L := by rw [mixFactor]; positivity
  obtain ⟨K, hK⟩ : ∃ K : NNReal, (K : ℝ) = √(mixFactor α L) :=
    ⟨⟨_, Real.sqrt_nonneg _⟩, rfl⟩
  have hK1 : K < 1 := by
    have h : (K : ℝ) < 1 := by
      rw [hK]
      exact (Real.sqrt_lt' one_pos).mpr (by linarith)
    exact_mod_cast h
  -- the damped step is a strict contraction
  have hc : ContractingWith K (damped α g) := by
    refine ⟨hK1, LipschitzWith.of_dist_le_mul fun x y => ?_⟩
    rw [dist_eq_norm, dist_eq_norm, hK]
    refine le_of_sq_le_sq ?_ (by positivity)
    rw [mul_pow, Real.sq_sqrt hq0]
    exact damped_dist_sq_le h0.le h1 hL hg x y
  refine ⟨ContractingWith.fixedPoint _ hc, ?_, ?_, ?_⟩
  · exact (damped_eq_self_iff h0.ne' g _).mp hc.fixedPoint_isFixedPt
  · intro y hy
    exact hc.fixedPoint_unique ((damped_eq_self_iff h0.ne' g y).mpr hy)
  · exact fun x => hc.tendsto_iterate_fixedPoint x

/-- A quarter turn of the plane followed by scaling with `L`. -/
def quarterTurn (L : ℝ) (z : ℂ) : ℂ := L • (Complex.I * z)

/-- For `L ≥ 0` the scaled quarter turn is `L`-Lipschitz and satisfies the sign condition, and for
`α > 0` its damped iteration from a nonzero start tends to the fixed point `0` exactly when
`α < 2 / (1 + L²)`. -/
theorem threshold_sharp {α L : ℝ} (hα : 0 < α) (hL : 0 ≤ L) :
    (∀ x y, ‖quarterTurn L x - quarterTurn L y‖ ≤ L * ‖x - y‖) ∧
    (∀ x y, inner ℝ (quarterTurn L x - quarterTurn L y) (x - y) ≤ 0) ∧
    ∀ z : ℂ, z ≠ 0 → (Tendsto (fun n : ℕ => (damped α (quarterTurn L))^[n] z) atTop (𝓝 0) ↔
      α < 2 / (1 + L ^ 2)) := by
  refine ⟨fun x y => ?_, fun x y => ?_, fun z hz => ?_⟩
  · rw [quarterTurn, quarterTurn, ← smul_sub, ← mul_sub, norm_smul, norm_mul, Complex.norm_I,
      one_mul, Real.norm_of_nonneg hL]
  · apply le_of_eq
    rw [Complex.inner]
    simp [quarterTurn]
    ring
  · -- each damped step multiplies by one complex number `c`
    obtain ⟨c, hc⟩ : ∃ c : ℂ, c = ⟨1 - α, α * L⟩ := ⟨_, rfl⟩
    have step : ∀ w, damped α (quarterTurn L) w = c * w := by
      intro w
      rw [hc]
      apply Complex.ext <;> simp [damped, quarterTurn] <;> ring
    have iter : ∀ n : ℕ, (damped α (quarterTurn L))^[n] z = c ^ n * z := by
      intro n
      induction n with
      | zero => simp
      | succ k ih => rw [Function.iterate_succ_apply', ih, step]; ring
    have hn : ‖c‖ ^ 2 = mixFactor α L := by
      rw [hc, Complex.sq_norm, Complex.normSq_mk, mixFactor]; ring
    simp only [iter]
    rw [← mixFactor_lt_one_iff L hα, ← hn]
    constructor
    · intro h
      by_contra hge
      have h1 : 1 ≤ ‖c‖ := by nlinarith [norm_nonneg c, not_lt.mp hge]
      have hb : ‖z‖ ≤ ‖(0 : ℂ)‖ := ge_of_tendsto' h.norm fun n => by
        rw [norm_mul, norm_pow]
        exact le_mul_of_one_le_left (norm_nonneg z) (one_le_pow₀ h1)
      rw [norm_zero] at hb
      exact hz (norm_le_zero_iff.mp hb)
    · intro h
      have h1 : ‖c‖ < 1 := by nlinarith [norm_nonneg c]
      simpa using (tendsto_pow_atTop_nhds_zero_of_norm_lt_one h1).mul_const z

/-- The map `ρ` from potentials to densities obeys the variational principle for the internal
energy `F`: in the potential `v`, no density produced by `ρ` has lower energy than `ρ v`. -/
def IsGroundStateMap (F : H → ℝ) (ρ : H → H) : Prop :=
  ∀ v w, F (ρ v) + inner ℝ (ρ v) v ≤ F (ρ w) + inner ℝ (ρ w) v

/-- By the variational principle, a change of potential and the resulting change of ground-state
density have nonpositive inner product. -/
theorem IsGroundStateMap.response_nonpos {F : H → ℝ} {ρ : H → H} (h : IsGroundStateMap F ρ)
    (v w : H) : inner ℝ (ρ v - ρ w) (v - w) ≤ 0 := by
  have a := h v w
  have b := h w v
  rw [inner_sub_left, inner_sub_right, inner_sub_right]
  linarith

/-- Linear response `ρ v = n₀ - χ v` with `χ > 0` obeys the variational principle for the
internal energy `‖n - n₀‖² / (2χ)`, and it is `χ`-Lipschitz. -/
theorem isGroundStateMap_witness (n₀ : H) {χ : ℝ} (hχ : 0 < χ) :
    IsGroundStateMap (fun n : H => ‖n - n₀‖ ^ 2 / (2 * χ)) (fun v => n₀ - χ • v) ∧
    ∀ v w : H, ‖(n₀ - χ • v) - (n₀ - χ • w)‖ ≤ χ * ‖v - w‖ := by
  constructor
  · intro v w
    have e : ∀ u : H, ‖n₀ - χ • u - n₀‖ ^ 2 / (2 * χ) = χ / 2 * ‖u‖ ^ 2 := by
      intro u
      rw [show n₀ - χ • u - n₀ = -(χ • u) by abel, norm_neg, norm_smul, mul_pow,
        Real.norm_eq_abs, sq_abs, div_eq_iff (by positivity)]
      ring
    have p := mul_nonneg hχ.le (sq_nonneg ‖w - v‖)
    rw [norm_sub_sq_real] at p
    simp only [e, inner_sub_left, real_inner_smul_left, real_inner_self_eq_norm_sq]
    nlinarith
  · intro v w
    rw [show (n₀ - χ • v) - (n₀ - χ • w) = χ • (w - v) by module, norm_smul,
      Real.norm_of_nonneg hχ.le, norm_sub_rev]

/-- Mean-field self-consistency on a real Hilbert space with on-site repulsion `U > 0`: if the
ground-state density map `ρ` is `ℓ`-Lipschitz, `0 < α ≤ 1` and `α < 2 / (1 + (ℓ U)²)`, then
`n = ρ (v + U n)` has a unique solution and damping converges to it from every start. -/
theorem repulsive_meanField_convergence [CompleteSpace H] {F : H → ℝ} {ρ : H → H}
    (hρ : IsGroundStateMap F ρ) {α U l : ℝ} (hl : ∀ v w, ‖ρ v - ρ w‖ ≤ l * ‖v - w‖)
    (hU : 0 < U) (h0 : 0 < α) (h1 : α ≤ 1) (h2 : α < 2 / (1 + (l * U) ^ 2)) (v : H) :
    ∃ s : H, ρ (v + U • s) = s ∧ (∀ y, ρ (v + U • y) = y → y = s) ∧
      ∀ x, Tendsto (fun n : ℕ => (damped α fun m => ρ (v + U • m))^[n] x) atTop (𝓝 s) := by
  have e : ∀ x y : H, (v + U • x) - (v + U • y) = U • (x - y) := fun x y => by module
  refine damped_global_convergence (g := fun m => ρ (v + U • m)) h0 h1 h2
    (fun x y => ?_) (fun x y => ?_)
  · have h := hl (v + U • x) (v + U • y)
    rw [e, norm_smul, Real.norm_of_nonneg hU.le, ← mul_assoc] at h
    exact h
  · have h := hρ.response_nonpos (v + U • x) (v + U • y)
    rw [e, real_inner_smul_right] at h
    exact nonpos_of_mul_nonpos_right h hU

end

end DampedSelfConsistency
```

```lean
#print axioms DampedSelfConsistency.damped_error_bound
#print axioms DampedSelfConsistency.threshold_sharp
#print axioms DampedSelfConsistency.repulsive_meanField_convergence
```

```
'DampedSelfConsistency.damped_error_bound' depends on axioms: [propext, Classical.choice, Quot.sound]
'DampedSelfConsistency.threshold_sharp' depends on axioms: [propext, Classical.choice, Quot.sound]
'DampedSelfConsistency.repulsive_meanField_convergence' depends on axioms: [propext, Classical.choice, Quot.sound]
```

In `damped_dist_sq_le`, `cross` and `lip` are the two estimates by hand, and `nlinarith` combines them after the square is expanded. `damped_error_bound` repeats the estimate by induction. `damped_global_convergence` passes the constant $\sqrt q$ to Mathlib's contraction theorem, and `damped_eq_self_iff` carries the fixed point back to `g`.

`threshold_sharp` reduces the iteration to powers of `c`: if $|c|\ge1$, the iterates never become shorter than the start. `response_nonpos` adds the two variational inequalities, and `repulsive_meanField_convergence` applies the main theorem to `fun m => ρ (v + U • m)`. `isGroundStateMap_witness` shows that linear response $\rho(v)=n_0-\chi v$, with reference density $n_0$ and $\chi>0$, meets the assumptions on `ρ`.

For a particular lattice Hamiltonian, you still have to establish that its density map obeys the variational principle and is Lipschitz. The theorem asks for one Lipschitz constant over all potentials in `H`. This fails where a level crossing makes the ground-state density jump. It also fails if gaps become so small that the response is unbounded, as for one particle per spin on a three-site chain with an ever higher central barrier. The estimates by hand need less: site densities per spin between 0 and 1 stay in that range under mixing, so for such starts it is enough to have a Lipschitz constant for the potentials $v+Ux$ with $x$ in that range.
